# Classical antiferromagnets reach the energy -∑ J_e exactly on 2-colourable graphs

Take a simple graph with finitely many bonds, a coupling J_e > 0 on each bond e, and a classical spin of unit length on each site. The energy is the sum over all bonds of J_e times the inner product of the two spins, so each bond favours antiparallel spins. Some spin configuration has energy -∑ J_e if and only if the sites can be coloured with two colours so that no bond joins equal colours.

## Energy and frustration

Write s_i for the spin on site i, a unit vector in a real inner-product space E that contains a nonzero vector. Choosing E = ℝ gives Ising spins, ℝ² gives XY spins and ℝ³ gives Heisenberg spins. With ⟨·,·⟩ for the inner product, the energy is

H(s) = ∑ J_e ⟨s_i, s_j⟩,

where the sum runs once over each bond e = {i, j}. A positive J_e stands for antiferromagnetic exchange, which lowers the energy when the two moments point in opposite directions. Any fixed spin magnitude is absorbed into J_e.

A single bond can do no better than -J_e. The unfrustrated value -∑ J_e is therefore the energy of a state in which every bond has its own optimum at the same time. The graph is frustrated when no state does this.

## From one bond to the whole graph

For unit vectors a and b,

‖a + b‖² = 2 + 2⟨a, b⟩.

The left side is nonnegative, so ⟨a, b⟩ ≥ -1. Equality holds exactly when a + b = 0, that is, b = -a.

Now add ∑ J_e to the energy:

H(s) + ∑ J_e = ∑ J_e (1 + ⟨s_i, s_j⟩).

Every term on the right is nonnegative, so H(s) ≥ -∑ J_e. Equality requires every term to vanish. Since J_e > 0, this means s_j = -s_i on every bond.

Suppose a configuration does this. From each pair {v, -v} of opposite nonzero vectors, select one end; label it 0 and the other end 1. Give each site the label of its spin. Neighbouring spins are opposite, so their labels differ, and this is a 2-colouring. The selection is made separately for each axis because disconnected parts of the graph may order along different axes.

Conversely, given a 2-colouring, choose a unit vector u and put u on one colour and -u on the other. This is the Néel state. Every bond is antiparallel, so the energy is -∑ J_e.

## Odd loops and the triangle

If every bond is antiparallel, the spin changes sign at each step of a walk. After n steps from site u to site v,

s_v = (-1)ⁿ s_u.

A closed walk of odd length would give s_u = -s_u, which is impossible for a unit vector. A graph with such a walk therefore has H(s) > -∑ J_e for every configuration.

For a triangle with sites 0, 1, 2 and uniform coupling K > 0, let S = s_0 + s_1 + s_2. Expanding the square gives

‖S‖² = 3 + 2(⟨s_0, s_1⟩ + ⟨s_0, s_2⟩ + ⟨s_1, s_2⟩),

and hence

H(s) = (K/2)(‖S‖² - 3) ≥ -3K/2,

with equality exactly when S = 0. In two or more dimensions, spins at 120° to one another achieve this. Ising spins cannot, because three numbers ±1 never sum to zero.

## Two small cases in numbers

Let K = 2 on the triangle. The unfrustrated value is -6. The 120° state has overlap -1/2 on each bond and energy 3 · 2 · (-1/2) = -3. The collinear state up, up, down has energy 2 · (1 - 1 - 1) = -2.

Next take a four-site ring with couplings 1, 2, 3, 4. Alternating spins give -10, which is the minimum. Add a diagonal bond of strength 1. The unfrustrated value becomes -11, but the diagonal joins two parallel spins, so the alternating state has energy -10 + 1 = -9. The difference of 2 is the excess J_e(1 + 1) of that one bond. The diagonal also closes a triangle, so no other state reaches -11.

## The colouring test in a simulation

For the classical model above, with antiferromagnetic couplings only, a colouring test on the bond list shows before any minimisation whether -∑ J_e is attainable. A breadth-first search, restarted in each connected component, gives each newly reached site the colour opposite to that of its predecessor; the remaining bonds are then checked. If all pass, the colours supply a Néel state that is already a ground state, and its energy is a reference value for testing a minimiser. If a bond joins equal colours, that reference value is out of reach.

The test also catches an unsuitable cell: a periodic square lattice with nearest-neighbour bonds and an odd side length L ≥ 3 has a straight loop of odd length L that closes through the periodic boundary, although the infinite lattice is 2-colourable.

## The statement in Lean

The main theorem is `unfrustrated_iff_two_colorable`. Its graph is `G : SimpleGraph V`, with no self-bonds and no repeated bonds. The assumption `[Fintype G.edgeSet]` makes the set of bonds finite; the set of sites `V` may be infinite, and `G` need not be connected.

Couplings are a function `J : Sym2 V → ℝ` on unordered pairs, and `hJ` requires positivity only on bonds. `overlap` is also defined on unordered pairs, which is legitimate because the real inner product is symmetric. `energy` sums over `G.edgeFinset`, so each bond counts once. `Nontrivial E` provides a nonzero vector, and `G.Colorable 2` says that a proper colouring with at most two colours exists.

The model has no ferromagnetic bonds, applied field or anisotropy, and its spins are classical. For frustrated graphs the theorems give a strict inequality, with the size of the gap bounded only for the uniform triangle.

```lean
import Mathlib

open SimpleGraph

namespace ClassicalFrustration

noncomputable section

variable {V E : Type*} [NormedAddCommGroup E] [InnerProductSpace ℝ E]

/-- The overlap `⟨s_i, s_j⟩` of the two spins on a bond, as a function of the unordered pair. -/
def overlap (s : V → E) : Sym2 V → ℝ :=
  Sym2.lift ⟨fun i j => inner ℝ (s i) (s j), fun _ _ => real_inner_comm _ _⟩

/-- The exchange energy: the sum of `J_e ⟨s_i, s_j⟩` over the bonds. -/
def energy (G : SimpleGraph V) [Fintype G.edgeSet] (J : Sym2 V → ℝ) (s : V → E) : ℝ :=
  ∑ e ∈ G.edgeFinset, J e * overlap s e

/-- Two unit spins have overlap at least `-1`, with equality exactly when they are
antiparallel. -/
theorem bond_bound {a b : E} (ha : ‖a‖ = 1) (hb : ‖b‖ = 1) :
    -1 ≤ inner ℝ a b ∧ (inner ℝ a b = -1 ↔ b = -a) := by
  have h := norm_add_sq_real a b
  rw [ha, hb] at h
  refine ⟨by nlinarith [sq_nonneg ‖a + b‖], fun hab => ?_, fun hab => ?_⟩
  · have h0 : ‖a + b‖ ^ 2 = 0 := by rw [h, hab]; norm_num
    have h1 : a + b = 0 := norm_eq_zero.mp (pow_eq_zero_iff two_ne_zero |>.mp h0)
    exact eq_neg_of_add_eq_zero_right h1
  · rw [hab, inner_neg_right, real_inner_self_eq_norm_sq, ha]
    norm_num

/-- The energy plus `∑ J_e` equals the sum of `J_e (1 + ⟨s_i, s_j⟩)` over the bonds. -/
theorem energy_excess (G : SimpleGraph V) [Fintype G.edgeSet] (J : Sym2 V → ℝ) (s : V → E) :
    energy G J s + ∑ e ∈ G.edgeFinset, J e
      = ∑ e ∈ G.edgeFinset, J e * (1 + overlap s e) := by
  unfold energy
  rw [← Finset.sum_add_distrib]
  exact Finset.sum_congr rfl fun e _ => by ring

/-- For unit spins and positive couplings the energy is at least `-∑ J_e`, with equality exactly
when the spins on every bond are antiparallel. -/
theorem energy_bound (G : SimpleGraph V) [Fintype G.edgeSet] {J : Sym2 V → ℝ}
    (hJ : ∀ e ∈ G.edgeSet, 0 < J e) {s : V → E} (hs : ∀ i, ‖s i‖ = 1) :
    -∑ e ∈ G.edgeFinset, J e ≤ energy G J s ∧
      (energy G J s = -∑ e ∈ G.edgeFinset, J e ↔ ∀ i j, G.Adj i j → s j = -s i) := by
  have hx := energy_excess G J s
  have ho : ∀ e, 0 ≤ 1 + overlap s e := by
    refine Sym2.ind fun i j => ?_
    change 0 ≤ 1 + inner ℝ (s i) (s j)
    linarith [(bond_bound (hs i) (hs j)).1]
  have hn : ∀ e ∈ G.edgeFinset, 0 ≤ J e * (1 + overlap s e) := fun e he =>
    mul_nonneg (hJ e (mem_edgeFinset.mp he)).le (ho e)
  refine ⟨by linarith [Finset.sum_nonneg hn], fun h i j hij => ?_, fun h => ?_⟩
  · -- a vanishing sum of nonnegative excesses vanishes bond by bond
    have h0 : ∑ e ∈ G.edgeFinset, J e * (1 + overlap s e) = 0 := by linarith
    have he : s(i, j) ∈ G.edgeSet := hij
    have h1 := (Finset.sum_eq_zero_iff_of_nonneg hn).mp h0 s(i, j) (mem_edgeFinset.mpr he)
    have h2 : 1 + inner ℝ (s i) (s j) = 0 :=
      (mul_eq_zero.mp h1).resolve_left (hJ _ he).ne'
    exact (bond_bound (hs i) (hs j)).2.mp (by linarith)
  · have h0 : ∑ e ∈ G.edgeFinset, J e * (1 + overlap s e) = 0 := by
      refine Finset.sum_eq_zero fun e he => ?_
      have he' := mem_edgeFinset.mp he
      clear he
      induction e using Sym2.ind with
      | _ i j =>
        have h2 : overlap s s(i, j) = -1 := (bond_bound (hs i) (hs j)).2.mpr (h i j he')
        rw [h2]
        ring
    linarith

/-- Vectors can be given two labels so that every nonzero vector and its reverse are labelled
differently. -/
theorem exists_axis_label : ∃ f : E → Fin 2, ∀ v, v ≠ 0 → f (-v) ≠ f v := by
  classical
  -- choose one end of each pair {v, -v}
  refine ⟨fun v => if (Quot.out s(v, -v)).1 = v then 0 else 1, fun v hv => ?_⟩
  have hne : v ≠ -v := fun h => by
    have h2 : (2 : ℝ) • v = 0 := by
      rw [two_smul]
      exact add_eq_zero_iff_eq_neg.mpr h
    exact hv ((smul_eq_zero.mp h2).resolve_left two_ne_zero)
  have hsw : s(-v, - -v) = s(v, -v) := by
    rw [neg_neg]
    exact Sym2.eq_swap
  have hm := Sym2.mem_iff.mp (Sym2.out_fst_mem s(v, -v))
  simp only [hsw]
  rcases hm with h | h
  · rw [h, if_neg hne, if_pos rfl]
    decide
  · rw [h, if_pos rfl, if_neg hne.symm]
    decide

/-- With positive couplings, some configuration of unit spins reaches the unfrustrated energy
`-∑ J_e` if and only if the graph is 2-colourable. -/
theorem unfrustrated_iff_two_colorable [Nontrivial E] (G : SimpleGraph V) [Fintype G.edgeSet]
    {J : Sym2 V → ℝ} (hJ : ∀ e ∈ G.edgeSet, 0 < J e) :
    (∃ s : V → E, (∀ i, ‖s i‖ = 1) ∧ energy G J s = -∑ e ∈ G.edgeFinset, J e)
      ↔ G.Colorable 2 := by
  constructor
  · rintro ⟨s, hs, h⟩
    have ha := (energy_bound G hJ hs).2.mp h
    obtain ⟨f, hf⟩ := exists_axis_label (E := E)
    refine ⟨Coloring.mk (fun i => f (s i)) ?_⟩
    intro i j hij
    have h0 : s i ≠ 0 := norm_ne_zero_iff.mp (by rw [hs i]; exact one_ne_zero)
    rw [ha i j hij]
    exact (hf (s i) h0).symm
  · rintro ⟨C⟩
    obtain ⟨v, hv⟩ := exists_ne (0 : E)
    have hu : ‖‖v‖⁻¹ • v‖ = 1 := by
      rw [norm_smul, norm_inv, norm_norm, inv_mul_cancel₀ (norm_ne_zero_iff.mpr hv)]
    generalize ‖v‖⁻¹ • v = u at hu
    -- the two-sublattice state: u on one colour, -u on the other
    have hs : ∀ i, ‖(if C i = 0 then u else -u)‖ = 1 := fun i => by
      split_ifs
      · exact hu
      · rw [norm_neg, hu]
    refine ⟨fun i => if C i = 0 then u else -u, hs, (energy_bound G hJ hs).2.mpr ?_⟩
    intro i j hij
    have hc : C i ≠ C j := C.valid hij
    by_cases hi : C i = 0
    · have hj : C j ≠ 0 := fun hj => hc (hi.trans hj.symm)
      simp only [if_pos hi, if_neg hj]
    · have hj : C j = 0 := by omega
      simp only [if_neg hi, if_pos hj, neg_neg]

/-- If the two spins on every bond are negatives of each other, then a walk of `n` steps from `u` to
`v` gives `s_v = (-1)^n s_u`. -/
theorem spin_along_walk {G : SimpleGraph V} {s : V → E}
    (h : ∀ i j, G.Adj i j → s j = -s i) {u v : V} (w : G.Walk u v) :
    s v = (-1 : ℝ) ^ w.length • s u := by
  induction w with
  | nil => simp
  | cons huv p ih =>
    rw [Walk.length_cons, ih, h _ _ huv, pow_succ]
    module

/-- If the graph has a closed walk of odd length, every configuration of unit spins has energy
strictly above `-∑ J_e`. -/
theorem odd_loop_frustrates (G : SimpleGraph V) [Fintype G.edgeSet] {J : Sym2 V → ℝ}
    (hJ : ∀ e ∈ G.edgeSet, 0 < J e) {u : V} (w : G.Walk u u) (hw : Odd w.length)
    {s : V → E} (hs : ∀ i, ‖s i‖ = 1) :
    -∑ e ∈ G.edgeFinset, J e < energy G J s := by
  obtain ⟨hle, hiff⟩ := energy_bound G hJ hs
  refine lt_of_le_of_ne hle fun h => ?_
  -- going round the loop would reverse the spin at u
  have h1 := spin_along_walk (hiff.mp h.symm) w
  rw [hw.neg_one_pow, neg_one_smul] at h1
  have h2 := (bond_bound (hs u) (hs u)).2.mpr h1
  rw [real_inner_self_eq_norm_sq, hs u] at h2
  norm_num at h2

/-- On a triangle with uniform coupling `K > 0` the energy of unit spins is at least `-3K/2`,
with equality exactly when the three spins sum to zero. -/
theorem triangle_energy {K : ℝ} (hK : 0 < K) {s : Fin 3 → E} (hs : ∀ i, ‖s i‖ = 1) :
    -(3 / 2 * K) ≤ energy (⊤ : SimpleGraph (Fin 3)) (fun _ => K) s ∧
      (energy (⊤ : SimpleGraph (Fin 3)) (fun _ => K) s = -(3 / 2 * K)
        ↔ s 0 + s 1 + s 2 = 0) := by
  have hE : (⊤ : SimpleGraph (Fin 3)).edgeFinset = {s(0, 1), s(0, 2), s(1, 2)} := by decide
  -- complete the square in the total spin
  have h : energy (⊤ : SimpleGraph (Fin 3)) (fun _ => K) s
      = K / 2 * (‖s 0 + s 1 + s 2‖ ^ 2 - 3) := by
    unfold energy
    rw [hE, Finset.sum_insert (by decide), Finset.sum_insert (by decide), Finset.sum_singleton]
    change K * inner ℝ (s 0) (s 1) + (K * inner ℝ (s 0) (s 2) + K * inner ℝ (s 1) (s 2)) = _
    rw [norm_add_sq_real, norm_add_sq_real, inner_add_left]
    simp only [hs]
    ring
  rw [h]
  refine ⟨by nlinarith [mul_nonneg hK.le (sq_nonneg ‖s 0 + s 1 + s 2‖)], fun h1 => ?_,
    fun h1 => ?_⟩
  · have h2 : K * ‖s 0 + s 1 + s 2‖ ^ 2 = 0 := by linarith
    have h3 := (mul_eq_zero.mp h2).resolve_left hK.ne'
    exact norm_eq_zero.mp (pow_eq_zero_iff two_ne_zero |>.mp h3)
  · rw [h1, norm_zero]
    ring

end

end ClassicalFrustration
```

```lean
#print axioms ClassicalFrustration.unfrustrated_iff_two_colorable
#print axioms ClassicalFrustration.odd_loop_frustrates
#print axioms ClassicalFrustration.triangle_energy
```

```
'ClassicalFrustration.unfrustrated_iff_two_colorable' depends on axioms: [propext, Classical.choice, Quot.sound]
'ClassicalFrustration.odd_loop_frustrates' depends on axioms: [propext, Classical.choice, Quot.sound]
'ClassicalFrustration.triangle_energy' depends on axioms: [propext, Classical.choice, Quot.sound]
```

## How the proof follows the derivation

`bond_bound` starts from the expansion of ‖a + b‖² and reads off both the inequality and its equality case. `energy_excess` is the identity for H(s) + ∑ J_e.

`energy_bound` combines them. The facts `ho` and `hn` state that each excess is nonnegative. In the forward direction of the equality case, `Finset.sum_eq_zero_iff_of_nonneg` turns a vanishing sum into vanishing terms, and `hJ` allows division by the coupling. In the other direction, antiparallel spins make each term zero.

`exists_axis_label` carries out the selection of one end per axis. `Quot.out` picks an ordered representative of the unordered pair {v, -v}, and v gets label 0 if it is the first entry. Starting from -v gives the same unordered pair, as `hsw` records, hence the same representative. Exactly one of the two vectors is therefore labelled 0. The condition v ≠ 0 ensures that v and -v are distinct.

In `unfrustrated_iff_two_colorable`, the first half composes this label with the spin configuration to build the colouring. The second half normalises a nonzero vector to obtain u, defines the Néel state by cases on the colour, and checks that each bond is antiparallel. Both halves use the equality case of `energy_bound`.

`spin_along_walk` is an induction on the walk, with one sign change for each added step. `odd_loop_frustrates` assumes that the bound is attained and obtains s_u = -s_u. Applying `bond_bound` to s_u and itself then gives ⟨s_u, s_u⟩ = -1, whereas the unit norm gives 1.

Finally, `triangle_energy` lists the three bonds of the complete graph on `Fin 3` and proves the completed square as `h`. The lower bound follows from ‖S‖² ≥ 0, and the equality case from K > 0. The theorem characterises equality without claiming that a state with S = 0 exists, so it holds for Ising spins too.
